# A high-spin restricted open-shell determinant has total spin $k/2$

To set up a restricted open-shell calculation on triplet O₂, one requests multiplicity 3, and two orbitals are left singly occupied, both with spin up. Reading the multiplicity as $k+1$, with $k$ the number of singly occupied orbitals, rests on a property of a single determinant in a finite orthonormal basis, with the same spatial orbitals for both spins and every singly occupied orbital spin up: it is an exact eigenstate of $S^2$ with total spin $k/2$.

Let $c_{p\sigma}$ and $a_{p\sigma}$ create and annihilate an electron in spatial orbital $p$ with spin $\sigma$. Writing $i,j$ for spin orbitals, assume

$$a_ic_j+c_ja_i=\delta_{ij},\qquad a_ia_j+a_ja_i=0,\qquad c_ic_j+c_jc_i=0 .$$

These relations express Fermi statistics and the orthonormality of the spin orbitals. Let $v\neq0$ be a vacuum, so $a_iv=0$ for all $i$. Given disjoint finite orbital sets $C$ and $O$, with $k$ the number of orbitals in $O$, create up spins on $O$ and then both spins on $C$, and call the result $w$. Then, with $\hbar=1$,

$$w\ne0,\quad S_+w=0,\quad S_zw=\tfrac k2w,\quad S^2w=\tfrac k2\left(\tfrac k2+1\right)w .$$

## From anticommutators to the eigenvalue

The spin operators are

$$S_+=\sum_p c_{p\uparrow}a_{p\downarrow},\quad S_-=\sum_p c_{p\downarrow}a_{p\uparrow},\quad S_z=\tfrac12\sum_p(c_{p\uparrow}a_{p\uparrow}-c_{p\downarrow}a_{p\downarrow}),$$

with $S_x=\frac12(S_++S_-)$, $S_y=-\frac i2(S_+-S_-)$ and $S^2=S_x^2+S_y^2+S_z^2$. In $S_y$ the letter $i$ is the imaginary unit; elsewhere it labels a spin orbital.

**Commutators.** Moving a creator to the left gives

$$c_ia_jc_k=c_i(\delta_{jk}-c_ka_j)=c_kc_ia_j+\delta_{jk}c_i .$$

Here $k$ is a spin-orbital index. Multiply by $a_l$ on the right, and subtract the same formula with $(i,j)$ and $(k,l)$ exchanged. The four-operator terms cancel because $c_ic_ka_la_j=c_kc_ia_ja_l$, which leaves

$$[c_ia_j,c_ka_l]=\delta_{jk}c_ia_l-\delta_{li}c_ka_j .$$

Summing over orbitals,

$$[S_+,S_-]=\sum_p(c_{p\uparrow}a_{p\uparrow}-c_{p\downarrow}a_{p\downarrow})=2S_z .$$

Since $S_x^2+S_y^2=\frac14[(S_++S_-)^2-(S_+-S_-)^2]=\frac12(S_+S_-+S_-S_+)$, it follows that

$$S^2=S_-S_++S_z^2+S_z .$$

**Adding electrons.** The first formula also gives

$$S_+c_{p\uparrow}=c_{p\uparrow}S_+,\qquad S_+c_{p\downarrow}=c_{p\downarrow}S_++c_{p\uparrow},$$
$$S_zc_{p\uparrow}=c_{p\uparrow}(S_z+\tfrac12),\qquad S_zc_{p\downarrow}=c_{p\downarrow}(S_z-\tfrac12).$$

Both $S_+$ and $S_z$ annihilate $v$. Each open-shell creator preserves $S_+x=0$ and raises the $S_z$ eigenvalue by $\frac12$. A closed shell leaves that eigenvalue unchanged, and if $S_+x=0$, then

$$S_+c_{p\uparrow}c_{p\downarrow}x=c_{p\uparrow}c_{p\uparrow}x=0,$$

because $2c_{p\uparrow}^2=0$. Thus $S_+w=0$ and $S_zw=\frac k2w$, and the formula for $S^2$ gives $S^2w=(\frac{k^2}4+\frac k2)w$.

**Nonvanishing.** If $a_ix=0$, then $a_ic_ix=x$, so $c_ix=0$ would force $x=0$. For $j\ne i$, $a_ic_jx=-c_ja_ix=0$, so other empty spin orbitals stay empty. Every creator in $w$ therefore acts on an empty spin orbital, and $w\neq0$.

**Overlapping sets.** If $C=O=\{p\}$, then $w=c_{p\uparrow}c_{p\downarrow}c_{p\uparrow}v=-c_{p\uparrow}c_{p\uparrow}c_{p\downarrow}v=0$. The eigenvalue equations still hold, but only as $0=0$, and there is no state to carry the spin.

## Spin operators and determinants in Lean

The type `ι` labels spatial orbitals and `V` is a complex vector space of states. No inner product is required, and `a` is not assumed to be the adjoint of `c`; the eigenvalues do not depend on the normalisation of $w$.

```lean
import Mathlib

open Finset

namespace RestrictedOpenShell

noncomputable section

variable {ι V : Type*} [AddCommGroup V] [Module ℂ V]
```

A spin orbital is a pair in `ι × Bool`, with `true` for spin up. The ladder operators and the projection are sums over a finite basis.

```lean
/-- The spin raising operator; the label `true` is spin up and `false` is spin down. -/
def spinPlus [Fintype ι] (a c : ι × Bool → Module.End ℂ V) : Module.End ℂ V :=
  ∑ p, c (p, true) * a (p, false)

/-- The spin lowering operator. -/
def spinMinus [Fintype ι] (a c : ι × Bool → Module.End ℂ V) : Module.End ℂ V :=
  ∑ p, c (p, false) * a (p, true)

/-- The spin projection: half the number of up spins minus down spins. -/
def spinZ [Fintype ι] (a c : ι × Bool → Module.End ℂ V) : Module.End ℂ V :=
  (1 / 2 : ℂ) • ∑ p, (c (p, true) * a (p, true) - c (p, false) * a (p, false))
```

The Cartesian components fix the phase convention, and $S^2$ is defined from them, so its ladder form has to be proved.

```lean
/-- The x component of the total spin. -/
def spinX [Fintype ι] (a c : ι × Bool → Module.End ℂ V) : Module.End ℂ V :=
  (1 / 2 : ℂ) • (spinPlus a c + spinMinus a c)

/-- The y component of the total spin. -/
def spinY [Fintype ι] (a c : ι × Bool → Module.End ℂ V) : Module.End ℂ V :=
  (-(Complex.I / 2)) • (spinPlus a c - spinMinus a c)

/-- The square of the total spin, the sum of the squares of its three components. -/
def spinSq [Fintype ι] (a c : ι × Bool → Module.End ℂ V) : Module.End ℂ V :=
  spinX a c * spinX a c + spinY a c * spinY a c + spinZ a c * spinZ a c
```

Determinants are built recursively from lists, with the closed shells on top of the open ones.

```lean
/-- One up spin is created on each listed orbital. -/
def openShell (c : ι × Bool → Module.End ℂ V) (v : V) : List ι → V
  | [] => v
  | p :: L => c (p, true) (openShell c v L)

/-- Both spins are created on each listed orbital, on top of the open shell `O`. -/
def fillCore (c : ι × Bool → Module.End ℂ V) (v : V) (O : List ι) : List ι → V
  | [] => openShell c v O
  | p :: L => c (p, true) (c (p, false) (fillCore c v O L))
```

`determinant` turns the finite sets into lists. The order chosen affects $w$ by at most a sign.

```lean
/-- The restricted open-shell determinant with closed shells `C` and up spins on `O`. -/
def determinant (c : ι × Bool → Module.End ℂ V) (v : V) (C O : Finset ι) : V :=
  fillCore c v O.toList C.toList
```

The three anticommutation relations are bundled as a hypothesis on `a` and `c`.

```lean
variable [DecidableEq ι]

/-- The canonical anticommutation relations for annihilators `a` and creators `c`. -/
structure IsCAR (a c : ι × Bool → Module.End ℂ V) : Prop where
  mixed : ∀ i j, a i * c j + c j * a i = if i = j then 1 else 0
  ann : ∀ i j, a i * a j + a j * a i = 0
  cre : ∀ i j, c i * c j + c j * c i = 0
```

## Commutators by noncommutative linear combination

`hop` moves a one-body operator past a creator.

```lean
variable {a c : ι × Bool → Module.End ℂ V} {v : V}

/-- Moving `c i * a j` to the right past the creator `c k` leaves an extra term `c i` when `j = k`,
and no extra term otherwise. -/
theorem IsCAR.hop (h : IsCAR a c) (i j k : ι × Bool) :
    c i * a j * c k = c k * (c i * a j) + if j = k then c i else 0 := by
  have h1 := h.mixed j k
  have h2 := h.cre i k
  by_cases hjk : j = k
  · rw [if_pos hjk] at h1 ⊢
    linear_combination (norm := noncomm_ring) c i * h1 - h2 * a j
  · rw [if_neg hjk] at h1 ⊢
    linear_combination (norm := noncomm_ring) c i * h1 - h2 * a j
```

The proof turns on `linear_combination (norm := noncomm_ring)`. The tactic subtracts a stated combination of known equations from the goal and asks a normaliser to confirm that nothing remains. Its usual normaliser assumes commuting factors, so `noncomm_ring` takes its place. The side on which one multiplies now matters: `c i * h1` multiplies the mixed relation from the left, while `h2 * a j` multiplies the creator relation from the right, as in the derivation above.

The same device proves the one-body commutator, once `generalize` has replaced the Kronecker terms by plain symbols.

```lean
/-- The commutator of two one-body operators is again a one-body operator. -/
theorem IsCAR.hop_comm (h : IsCAR a c) (i j k l : ι × Bool) :
    c i * a j * (c k * a l) - c k * a l * (c i * a j) =
      (if j = k then c i else 0) * a l - (if l = i then c k else 0) * a j := by
  have h1 := h.hop i j k
  have h2 := h.hop k l i
  have h3 := h.ann j l
  have h4 := h.cre k i
  generalize (if j = k then c i else 0) = x at h1 ⊢
  generalize (if l = i then c k else 0) = y at h2 ⊢
  linear_combination (norm := noncomm_ring)
    h1 * a l - h2 * a j + c k * c i * h3 - h4 * (a l * a j)
```

## Empty spin orbitals keep the state nonzero

`create_empty` contains both halves of the nonvanishing argument. The next theorem applies it by induction, first over the open shell and then over the core, carrying along the statement that unlisted orbitals are empty.

```lean
/-- Let the spin orbital `i` be empty in `x`. Creating a particle in `i` gives a nonzero vector if
`x` is nonzero, and creating one in any other spin orbital leaves `i` empty. -/
theorem IsCAR.create_empty (h : IsCAR a c) {i : ι × Bool} {x : V} (hx : a i x = 0) :
    (x ≠ 0 → c i x ≠ 0) ∧ ∀ j, i ≠ j → a i (c j x) = 0 := by
  constructor
  · intro hne h0
    have t := h.mixed i i
    rw [if_pos rfl] at t
    have e : a i (c i x) + c i (a i x) = x := LinearMap.congr_fun t x
    rw [h0, hx, map_zero, map_zero, add_zero] at e
    exact hne e.symm
  · intro j hij
    have t := h.mixed i j
    rw [if_neg hij] at t
    have e : a i (c j x) + c j (a i x) = 0 := LinearMap.congr_fun t x
    rwa [hx, map_zero, add_zero] at e

/-- For a nonzero vacuum and distinct orbitals the determinant is nonzero, and all
unlisted orbitals are empty. -/
theorem IsCAR.fillCore_ne_zero (h : IsCAR a c) (hv : ∀ i, a i v = 0) (hv0 : v ≠ 0)
    (O : List ι) (hO : O.Nodup) (C : List ι) (hC : C.Nodup) (hCO : ∀ p ∈ C, p ∉ O) :
    fillCore c v O C ≠ 0 ∧ ∀ p, p ∉ C → p ∉ O → ∀ s, a (p, s) (fillCore c v O C) = 0 := by
  have hopen : ∀ L : List ι, L.Nodup →
      openShell c v L ≠ 0 ∧ ∀ p, p ∉ L → ∀ s, a (p, s) (openShell c v L) = 0 := by
    intro L
    induction L with
    | nil => exact fun _ => ⟨hv0, fun p _ s => hv (p, s)⟩
    | cons p L ih =>
      intro hL
      rw [List.nodup_cons] at hL
      obtain ⟨h1, h2⟩ := ih hL.2
      simp only [openShell]
      refine ⟨(h.create_empty (h2 p hL.1 true)).1 h1, fun q hq s => ?_⟩
      simp only [List.mem_cons, not_or] at hq
      exact (h.create_empty (h2 q hq.2 s)).2 _ fun e => hq.1 (congrArg Prod.fst e)
  induction C with
  | nil => exact ⟨(hopen O hO).1, fun p _ hp s => (hopen O hO).2 p hp s⟩
  | cons p L ih =>
    rw [List.nodup_cons] at hC
    obtain ⟨h1, h2⟩ := ih hC.2 fun q hq => hCO q (List.mem_cons_of_mem _ hq)
    have hp := h2 p hC.1 (hCO p List.mem_cons_self)
    simp only [fillCore]
    constructor
    · have hup := (h.create_empty (hp true)).2 (p, false) (by simp)
      exact (h.create_empty hup).1 ((h.create_empty (hp false)).1 h1)
    · intro q hq hqO s
      simp only [List.mem_cons, not_or] at hq
      have hne : ∀ t, (q, s) ≠ (p, t) := fun t e => hq.1 (congrArg Prod.fst e)
      exact (h.create_empty ((h.create_empty (h2 q hq.2 hqO s)).2 _ (hne _))).2 _ (hne _)
```

## The highest-weight state

`spinSq_eq` first computes $[S_+,S_-]$ as a double sum, then expands the squares; `module` collects the scalar coefficients.

```lean
variable [Fintype ι]

/-- The total spin squared equals `S₋ S₊ + S_z² + S_z`. -/
theorem IsCAR.spinSq_eq (h : IsCAR a c) :
    spinSq a c = spinMinus a c * spinPlus a c + spinZ a c * spinZ a c + spinZ a c := by
  -- first the commutator of the ladder operators
  have hcomm : spinPlus a c * spinMinus a c - spinMinus a c * spinPlus a c
      = (2 : ℂ) • spinZ a c := by
    calc _ = ∑ p, ∑ q, (c (p, true) * a (p, false) * (c (q, false) * a (q, true))
            - c (q, false) * a (q, true) * (c (p, true) * a (p, false))) := by
          simp only [Finset.sum_sub_distrib]
          rw [spinPlus, spinMinus, Finset.sum_mul_sum, Finset.sum_mul_sum]
          congr 1
          exact Finset.sum_comm
      _ = ∑ p, (c (p, true) * a (p, true) - c (p, false) * a (p, false)) := by
          refine Finset.sum_congr rfl fun p _ => ?_
          simp only [h.hop_comm]
          simp [Finset.sum_sub_distrib, ite_mul]
      _ = _ := by
          rw [spinZ, smul_smul, show (2 : ℂ) * (1 / 2) = 1 by norm_num, one_smul]
  have hc := sub_eq_iff_eq_add.mp hcomm
  have hI : -(Complex.I / 2) * -(Complex.I / 2) = -(1 / 4 : ℂ) := by
    linear_combination (1 / 4 : ℂ) * Complex.I_sq
  rw [spinSq, spinX, spinY, smul_mul_smul_comm, smul_mul_smul_comm, hI]
  simp only [mul_add, add_mul, mul_sub, sub_mul, hc]
  module
```

`spin_create` holds the four rules for passing a creator, each obtained by summing `hop`.

```lean
/-- How the raising operator and the spin projection pass through the creators of
an up spin and of a down spin. -/
theorem IsCAR.spin_create (h : IsCAR a c) (p : ι) :
    spinPlus a c * c (p, true) = c (p, true) * spinPlus a c ∧
    spinPlus a c * c (p, false) = c (p, false) * spinPlus a c + c (p, true) ∧
    spinZ a c * c (p, true) = c (p, true) * spinZ a c + (1 / 2 : ℂ) • c (p, true) ∧
    spinZ a c * c (p, false) = c (p, false) * spinZ a c - (1 / 2 : ℂ) • c (p, false) := by
  refine ⟨?_, ?_, ?_, ?_⟩
  · simp only [spinPlus, Finset.sum_mul, Finset.mul_sum, h.hop]
    simp
  · simp only [spinPlus, Finset.sum_mul, Finset.mul_sum, h.hop]
    simp [Finset.sum_add_distrib]
  · have key : (∑ q, (c (q, true) * a (q, true) - c (q, false) * a (q, false))) * c (p, true)
        = c (p, true) * (∑ q, (c (q, true) * a (q, true) - c (q, false) * a (q, false)))
          + c (p, true) := by
      simp only [Finset.sum_mul, Finset.mul_sum, sub_mul, mul_sub, h.hop]
      simp [Finset.sum_add_distrib, Finset.sum_sub_distrib]
      abel
    rw [spinZ, smul_mul_assoc, key, mul_smul_comm, smul_add]
  · have key : (∑ q, (c (q, true) * a (q, true) - c (q, false) * a (q, false))) * c (p, false)
        = c (p, false) * (∑ q, (c (q, true) * a (q, true) - c (q, false) * a (q, false)))
          - c (p, false) := by
      simp only [Finset.sum_mul, Finset.mul_sum, sub_mul, mul_sub, h.hop]
      simp [Finset.sum_add_distrib, Finset.sum_sub_distrib]
      abel
    rw [spinZ, smul_mul_assoc, key, mul_smul_comm, smul_sub]
```

In `highest_weight`, `LinearMap.congr_fun` turns these operator identities into equations on vectors, and induction adds the electrons. The lists may overlap here, since the equations also hold for the zero vector.

```lean
/-- The raising operator sends the vector `fillCore c v O C` to zero, and `spinZ` multiplies that
vector by half the length of `O`. -/
theorem IsCAR.highest_weight (h : IsCAR a c) (hv : ∀ i, a i v = 0) (O C : List ι) :
    spinPlus a c (fillCore c v O C) = 0 ∧
    spinZ a c (fillCore c v O C) = ((O.length : ℂ) / 2) • fillCore c v O C := by
  have pu : ∀ p x, spinPlus a c (c (p, true) x) = c (p, true) (spinPlus a c x) :=
    fun p x => LinearMap.congr_fun (h.spin_create p).1 x
  have pd : ∀ p x, spinPlus a c (c (p, false) x)
      = c (p, false) (spinPlus a c x) + c (p, true) x :=
    fun p x => LinearMap.congr_fun (h.spin_create p).2.1 x
  have zu : ∀ p x, spinZ a c (c (p, true) x)
      = c (p, true) (spinZ a c x) + (1 / 2 : ℂ) • c (p, true) x :=
    fun p x => LinearMap.congr_fun (h.spin_create p).2.2.1 x
  have zd : ∀ p x, spinZ a c (c (p, false) x)
      = c (p, false) (spinZ a c x) - (1 / 2 : ℂ) • c (p, false) x :=
    fun p x => LinearMap.congr_fun (h.spin_create p).2.2.2 x
  induction C with
  | nil =>
    simp only [fillCore]
    induction O with
    | nil =>
      simp only [openShell]
      constructor
      · simp [spinPlus, LinearMap.sum_apply, hv]
      · simp [spinZ, LinearMap.sum_apply, hv]
    | cons p L ih =>
      simp only [openShell, List.length_cons, Nat.cast_add, Nat.cast_one]
      constructor
      · rw [pu, ih.1, map_zero]
      · rw [zu, ih.2, map_smul]
        module
  | cons p L ih =>
    simp only [fillCore]
    constructor
    · -- Pauli exclusion removes the term with two up spins on one orbital
      rw [pu, pd, ih.1, map_zero, zero_add]
      have e : c (p, true) (c (p, true) (fillCore c v O L))
          + c (p, true) (c (p, true) (fillCore c v O L)) = 0 :=
        LinearMap.congr_fun (h.cre (p, true) (p, true)) _
      calc c (p, true) (c (p, true) (fillCore c v O L))
          = (1 / 2 : ℂ) • (c (p, true) (c (p, true) (fillCore c v O L))
            + c (p, true) (c (p, true) (fillCore c v O L))) := by module
        _ = 0 := by rw [e, smul_zero]
    · rw [zu, zd, ih.2, map_sub, map_smul, map_smul, map_smul]
      module
```

The main theorem adds disjointness and a nonzero vacuum, and evaluates $S_-S_++S_z^2+S_z$ on $w$. Empty sets are allowed: $k=0$ gives a closed-shell singlet. The theorem concerns spin alone. It involves no Hamiltonian or orbital optimisation, and does not treat open shells of mixed spin or spatial orbitals that differ between up and down electrons.

```lean
/-- A restricted open-shell determinant with `k` up spins outside its closed shells is a
nonzero state with `S₊ w = 0`, `S_z w = (k/2) w` and `S² w = (k/2)(k/2 + 1) w`. -/
theorem restricted_open_shell_spin (h : IsCAR a c) (hv : ∀ i, a i v = 0) (hv0 : v ≠ 0)
    (C O : Finset ι) (hCO : Disjoint C O) :
    determinant c v C O ≠ 0 ∧
    spinPlus a c (determinant c v C O) = 0 ∧
    spinZ a c (determinant c v C O) = ((O.card : ℂ) / 2) • determinant c v C O ∧
    spinSq a c (determinant c v C O)
      = ((O.card : ℂ) / 2 * ((O.card : ℂ) / 2 + 1)) • determinant c v C O := by
  have hne : determinant c v C O ≠ 0 :=
    (h.fillCore_ne_zero hv hv0 O.toList O.nodup_toList C.toList C.nodup_toList
      fun p hp hq => Finset.disjoint_left.mp hCO (Finset.mem_toList.mp hp)
        (Finset.mem_toList.mp hq)).1
  have hw := h.highest_weight hv O.toList C.toList
  rw [Finset.length_toList] at hw
  change spinPlus a c (determinant c v C O) = 0 ∧
    spinZ a c (determinant c v C O) = ((O.card : ℂ) / 2) • determinant c v C O at hw
  obtain ⟨hP, hZ⟩ := hw
  refine ⟨hne, hP, hZ, ?_⟩
  rw [h.spinSq_eq]
  change spinMinus a c (spinPlus a c (determinant c v C O))
    + spinZ a c (spinZ a c (determinant c v C O)) + spinZ a c (determinant c v C O) = _
  rw [hP, map_zero, hZ, map_smul, hZ]
  module
```

## A Fock space satisfying the relations

The exterior algebra provides a concrete model: creation is the wedge product with a basis vector $e_j$, and annihilation is contraction with a coordinate.

```lean
omit [Fintype ι]

/-- Creation on the exterior algebra: the wedge product with a spin orbital. -/
def fockCre (i : ι × Bool) : Module.End ℂ (ExteriorAlgebra ℂ (ι × Bool → ℂ)) :=
  LinearMap.mulLeft ℂ (ExteriorAlgebra.ι ℂ (Pi.single i 1))

omit [DecidableEq ι] in
/-- Annihilation on the exterior algebra: contraction with a spin-orbital coordinate. -/
def fockAnn (i : ι × Bool) : Module.End ℂ (ExteriorAlgebra ℂ (ι × Bool → ℂ)) :=
  CliffordAlgebra.contractLeft (Q := (0 : QuadraticForm ℂ (ι × Bool → ℂ))) (LinearMap.proj i)
```

The mixed relation follows from the contraction rule $a_i(e_j\wedge x)=\delta_{ij}x-e_j\wedge a_ix$, and the other two from antisymmetry. The unit of the algebra is the vacuum. This model does not need a finite orbital set, although the spin sums above do.

```lean
/-- Wedge product and contraction on the exterior algebra satisfy the anticommutation
relations, with the unit as a nonzero vacuum. -/
theorem fock_witness :
    IsCAR (fockAnn (ι := ι)) fockCre ∧
    (∀ i : ι × Bool, fockAnn i 1 = 0) ∧
    (1 : ExteriorAlgebra ℂ (ι × Bool → ℂ)) ≠ 0 := by
  have hc : ∀ (j : ι × Bool) x,
      fockCre j x = ExteriorAlgebra.ι ℂ (Pi.single j 1) * x := fun _ _ => rfl
  refine ⟨⟨fun i j => ?_, fun i j => ?_, fun i j => ?_⟩, fun i => ?_, one_ne_zero⟩
  · refine LinearMap.ext fun x => ?_
    have e : fockAnn i (fockCre j x)
        = (Pi.single j (1 : ℂ) : ι × Bool → ℂ) i • x - fockCre j (fockAnn i x) := by
      rw [hc, hc]
      apply CliffordAlgebra.contractLeft_ι_mul
    change fockAnn i (fockCre j x) + fockCre j (fockAnn i x) = _
    rw [e, sub_add_cancel]
    by_cases hij : i = j
    · subst hij
      simp
    · simp [hij]
  · refine LinearMap.ext fun x => ?_
    have e : fockAnn i (fockAnn j x) = -(fockAnn j (fockAnn i x)) := by
      apply CliffordAlgebra.contractLeft_comm
    change fockAnn i (fockAnn j x) + fockAnn j (fockAnn i x) = 0
    rw [e, neg_add_cancel]
  · refine LinearMap.ext fun x => ?_
    change fockCre i (fockCre j x) + fockCre j (fockCre i x) = 0
    rw [hc, hc, hc, hc, ← mul_assoc, ← mul_assoc, ← add_mul,
      ExteriorAlgebra.ι_add_mul_swap, zero_mul]
  · apply CliffordAlgebra.contractLeft_one

end

end RestrictedOpenShell
```

```lean
#print axioms RestrictedOpenShell.restricted_open_shell_spin
-- 'RestrictedOpenShell.restricted_open_shell_spin' depends on axioms: [propext, Classical.choice, Quot.sound]
```
